# Resistivity and deviations from Matthiessen's rule in the Fert–Campbell two-current model

Let a metal carry current in two spin channels, with current densities $j_1$ and $j_2$ along a common electric field $E$. The channels have resistivities $r_1, r_2 > 0$, which measure the momentum each loses to the lattice and its defects. The spin-mixing resistivity $s \ge 0$ measures the momentum that scattering transfers between them. The two-current equations are

$$E = r_1 j_1 + s(j_1 - j_2), \qquad E = r_2 j_2 + s(j_2 - j_1).$$

The resistivity of the metal is $\rho = E/(j_1 + j_2)$ for $E \neq 0$. Matthiessen's rule says that the resistivities due to separate scattering sources add.

## Solving for the currents

Collecting terms gives

$$(r_1+s)j_1 - s j_2 = E, \qquad -s j_1 + (r_2+s) j_2 = E.$$

The determinant is $D = (r_1+s)(r_2+s) - s^2 = r_1r_2 + s(r_1+r_2) > 0$, so there is exactly one solution:

$$j_1 = \frac{E(r_2+2s)}{D}, \qquad j_2 = \frac{E(r_1+2s)}{D}.$$

The total current $E(r_1+r_2+4s)/D$ is nonzero when $E \neq 0$, and therefore

$$\rho(s) = \frac{r_1r_2 + s(r_1+r_2)}{r_1+r_2+4s}.$$

## From weak to strong spin mixing

Since $(r_1+r_2)^2 - (r_1-r_2)^2 = 4r_1r_2$, the formula can be rewritten as

$$\rho(s) = \frac{r_1+r_2}{4} - \frac{(r_1-r_2)^2}{4(r_1+r_2+4s)}.$$

The last term vanishes as $s \to \infty$, so $\rho(s) \to (r_1+r_2)/4$. Subtracting two values gives

$$\rho(t) - \rho(s) = \frac{(t-s)(r_1-r_2)^2}{(r_1+r_2+4s)(r_1+r_2+4t)}.$$

For $0 \le s < t$ this is never negative, and it is positive exactly when $r_1 \neq r_2$.

At $s=0$ the channels are resistors in parallel, with $\rho = r_1r_2/(r_1+r_2)$. In the opposite limit $j_1/j_2 = (r_2+2s)/(r_1+2s)$ tends to $1$: mixing equalises the currents and removes the advantage of the better-conducting channel. If $r_1=r_2=r$, there is no such advantage, and $\rho = r/2$ for every $s$.

## Two scattering sources

Let source $a$ have channel resistivities $a_1,a_2>0$ and mixing $s \ge 0$, and let source $b$ have $b_1,b_2>0$ and mixing $t \ge 0$. Assume that the sources add within each channel and in the mixing term. Write $A=a_1+a_2+4s$, $B=b_1+b_2+4t$, $\alpha=a_1-a_2$ and $\beta=b_1-b_2$. In the rewritten formula the linear parts cancel, and the combined resistivity exceeds the sum of the separate ones by

$$\frac14\left(\frac{\alpha^2}{A}+\frac{\beta^2}{B}-\frac{(\alpha+\beta)^2}{A+B}\right) = \frac{(\alpha B-\beta A)^2}{4AB(A+B)}.$$

For $s=t=0$ we have $\alpha B-\beta A = 2(a_1b_2-a_2b_1)$, and the excess becomes

$$\frac{(a_1b_2-a_2b_1)^2}{(a_1+a_2)(b_1+b_2)(a_1+a_2+b_1+b_2)}.$$

It vanishes exactly when $a_1b_2=a_2b_1$, that is, when both impurities have the same ratio of channel resistivities. Within this linear model with constant coefficients, the residual resistivity of a ferromagnetic alloy can thus exceed the sum of its impurity contributions although scattering adds in each channel.

## The two-current equations in Lean

All quantities are real numbers in consistent units, and the field and currents are components along one direction.

```lean
import Mathlib

open Filter Topology

namespace FertCampbell

noncomputable section
```

The predicate `TwoCurrent` says that given values of the field and currents satisfy both channel equations. These equations are postulated; their derivation from a Boltzmann equation, and the calculation of `r1`, `r2` and `s` from microscopic scattering, are not covered.

```lean
/-- The two-current equations: a field `E` drives spin currents `j1`, `j2` through channels of
resistivity `r1`, `r2`, which exchange momentum through the spin-mixing resistivity `s`. -/
def TwoCurrent (r1 r2 s E j1 j2 : ℝ) : Prop :=
  E = r1 * j1 + s * (j1 - j2) ∧ E = r2 * j2 + s * (j2 - j1)
```

The closed formula is a separate definition, so its agreement with the equations has to be proved.

```lean
/-- The Fert-Campbell resistivity of two spin channels with spin mixing `s`, for
`r1 + r2 + 4 * s ≠ 0`. -/
def resistivity (r1 r2 s : ℝ) : ℝ :=
  (r1 * r2 + s * (r1 + r2)) / (r1 + r2 + 4 * s)
```

The equivalence `twoCurrent_iff` contains both existence and uniqueness of the currents. Positivity of $D$ allows the denominators to be cleared. From left to right, the coefficients given to `linear_combination` are those that eliminate one current, up to sign. From right to left, each channel equation is multiplied by $D$, checked, and divided by $D$ again.

```lean
/-- The two-current equations have exactly one solution, given here channel by channel. -/
theorem twoCurrent_iff {r1 r2 s : ℝ} (E j1 j2 : ℝ) (h1 : 0 < r1) (h2 : 0 < r2) (hs : 0 ≤ s) :
    TwoCurrent r1 r2 s E j1 j2 ↔
      j1 = E * (r2 + 2 * s) / (r1 * r2 + s * (r1 + r2)) ∧
      j2 = E * (r1 + 2 * s) / (r1 * r2 + s * (r1 + r2)) := by
  have hD : 0 < r1 * r2 + s * (r1 + r2) := by positivity
  unfold TwoCurrent
  rw [eq_div_iff hD.ne', eq_div_iff hD.ne']
  constructor
  · rintro ⟨e1, e2⟩
    constructor
    · linear_combination -(r2 + s) * e1 - s * e2
    · linear_combination -s * e1 - (r1 + s) * e2
  · rintro ⟨k1, k2⟩
    -- multiply each channel equation by the determinant of the system
    constructor
    · apply mul_right_cancel₀ hD.ne'
      linear_combination -(r1 + s) * k1 + s * k2
    · apply mul_right_cancel₀ hD.ne'
      linear_combination s * k1 - (r2 + s) * k2
```

The next theorem links the equations to `resistivity`. Its step `key` weights the two equations by $r_2+2s$ and $r_1+2s$ and adds them, which gives $(j_1+j_2)D = E(r_1+r_2+4s)$ directly. A vanishing total current would make the right side zero, contrary to `hE`.

```lean
/-- In a nonzero field the total current is nonzero, and the ratio of field to total current is
the Fert-Campbell resistivity. -/
theorem field_div_current {r1 r2 s E j1 j2 : ℝ} (h1 : 0 < r1) (h2 : 0 < r2) (hs : 0 ≤ s)
    (hE : E ≠ 0) (h : TwoCurrent r1 r2 s E j1 j2) :
    j1 + j2 ≠ 0 ∧ E / (j1 + j2) = resistivity r1 r2 s := by
  obtain ⟨e1, e2⟩ := h
  have hS : 0 < r1 + r2 + 4 * s := by positivity
  -- the total current, with denominators cleared
  have key : (j1 + j2) * (r1 * r2 + s * (r1 + r2)) = E * (r1 + r2 + 4 * s) := by
    linear_combination -(r2 + 2 * s) * e1 - (r1 + 2 * s) * e2
  have hJ : j1 + j2 ≠ 0 := by
    intro h0
    rw [h0, zero_mul] at key
    exact mul_ne_zero hE hS.ne' key.symm
  refine ⟨hJ, ?_⟩
  unfold resistivity
  rw [div_eq_div_iff hJ hS.ne']
  linear_combination -key
```

## Dependence on the mixing strength

The next two identities are the rewritten formula and the exact difference. They need only nonzero denominators; after cross-multiplication, `ring` checks the polynomial identity.

```lean
/-- The resistivity is a quarter of the sum of the channel resistivities, less a term quadratic
in their difference. -/
theorem resistivity_eq_sub {r1 r2 s : ℝ} (h : r1 + r2 + 4 * s ≠ 0) :
    resistivity r1 r2 s = (r1 + r2) / 4 - (r1 - r2) ^ 2 / (4 * (r1 + r2 + 4 * s)) := by
  have h4 : (4 : ℝ) ≠ 0 := by norm_num
  unfold resistivity
  rw [div_sub_div _ _ h4 (mul_ne_zero h4 h),
    div_eq_div_iff h (mul_ne_zero h4 (mul_ne_zero h4 h))]
  ring

/-- The exact change of the resistivity when the spin mixing goes from `s` to `t`. -/
theorem resistivity_sub {r1 r2 s t : ℝ} (hs : r1 + r2 + 4 * s ≠ 0) (ht : r1 + r2 + 4 * t ≠ 0) :
    resistivity r1 r2 t - resistivity r1 r2 s =
      (t - s) * (r1 - r2) ^ 2 / ((r1 + r2 + 4 * s) * (r1 + r2 + 4 * t)) := by
  unfold resistivity
  rw [div_sub_div _ _ ht hs, div_eq_div_iff (mul_ne_zero ht hs) (mul_ne_zero hs ht)]
  ring
```

`Set.Ici 0` is the interval $[0,\infty)$, and `MonotoneOn` means nondecreasing there. The proof reads the sign of the difference from its factors.

```lean
/-- The resistivity never decreases when the spin mixing grows. -/
theorem resistivity_monotoneOn {r1 r2 : ℝ} (h1 : 0 < r1) (h2 : 0 < r2) :
    MonotoneOn (resistivity r1 r2) (Set.Ici 0) := by
  intro s hs t ht hst
  have hs' : 0 ≤ s := hs
  have ht' : 0 ≤ t := ht
  have hS : 0 < r1 + r2 + 4 * s := by positivity
  have hT : 0 < r1 + r2 + 4 * t := by positivity
  rw [← sub_nonneg, resistivity_sub hS.ne' hT.ne']
  exact div_nonneg (mul_nonneg (sub_nonneg.2 hst) (sq_nonneg _)) (mul_pos hS hT).le
```

For the strict version, equal channels reduce the difference to zero, while unequal ones make every factor positive.

```lean
/-- More spin mixing strictly raises the resistivity exactly when the two channels have
different resistivities. -/
theorem resistivity_lt_iff {r1 r2 s t : ℝ} (h1 : 0 < r1) (h2 : 0 < r2) (hs : 0 ≤ s)
    (hst : s < t) : resistivity r1 r2 s < resistivity r1 r2 t ↔ r1 ≠ r2 := by
  have hS : 0 < r1 + r2 + 4 * s := by positivity
  have hT : 0 < r1 + r2 + 4 * t := by linarith
  rw [← sub_pos, resistivity_sub hS.ne' hT.ne']
  constructor
  · intro h he
    rw [he] at h
    simp at h
  · intro hne
    have hne' : r1 - r2 ≠ 0 := sub_ne_zero.2 hne
    have hd : 0 < (r1 - r2) ^ 2 := by positivity
    exact div_pos (mul_pos (sub_pos.2 hst) hd) (mul_pos hS hT)
```

The limit is stated for arbitrary real `r1` and `r2`, because $r_1+r_2+4s$ is positive once $s$ is large enough. The proof sends the correction term to zero and then uses `resistivity_eq_sub` for those values of $s$.

```lean
/-- For strong spin mixing the resistivity tends to a quarter of the sum of the channel
resistivities. -/
theorem resistivity_tendsto (r1 r2 : ℝ) :
    Tendsto (resistivity r1 r2) atTop (𝓝 ((r1 + r2) / 4)) := by
  have hden : Tendsto (fun s : ℝ => 4 * (r1 + r2 + 4 * s)) atTop atTop := by
    apply Tendsto.const_mul_atTop (by norm_num)
    apply tendsto_atTop_add_const_left
    exact Tendsto.const_mul_atTop (by norm_num) tendsto_id
  have h := (hden.const_div_atTop ((r1 - r2) ^ 2)).const_sub ((r1 + r2) / 4)
  rw [sub_zero] at h
  refine h.congr' ?_
  filter_upwards [eventually_gt_atTop (-(r1 + r2) / 4)] with s hs
  have hS : 0 < r1 + r2 + 4 * s := by linarith
  exact (resistivity_eq_sub hS.ne').symm
```

## Matthiessen's rule in Lean

The additivity of the sources appears in the arguments `a1 + b1`, `a2 + b2` and `s + t`. The equation `e` regroups the combined denominator as $A+B$; `field_simp` then clears the fractions and `ring` compares the numerators, in place of the cancellation done by hand.

```lean
/-- Deviation from Matthiessen's rule for two scattering sources whose channel resistivities and
spin-mixing resistivities `s`, `t` add. -/
theorem matthiessen_deviation_mixing {a1 a2 b1 b2 s t : ℝ} (ha1 : 0 < a1) (ha2 : 0 < a2)
    (hb1 : 0 < b1) (hb2 : 0 < b2) (hs : 0 ≤ s) (ht : 0 ≤ t) :
    resistivity (a1 + b1) (a2 + b2) (s + t) - (resistivity a1 a2 s + resistivity b1 b2 t) =
      ((a1 - a2) * (b1 + b2 + 4 * t) - (b1 - b2) * (a1 + a2 + 4 * s)) ^ 2 /
        (4 * (a1 + a2 + 4 * s) * (b1 + b2 + 4 * t) *
          ((a1 + a2 + 4 * s) + (b1 + b2 + 4 * t))) := by
  have hA : a1 + a2 + 4 * s ≠ 0 := by positivity
  have hB : b1 + b2 + 4 * t ≠ 0 := by positivity
  have hAB : (a1 + a2 + 4 * s) + (b1 + b2 + 4 * t) ≠ 0 := by positivity
  have e : a1 + b1 + (a2 + b2) + 4 * (s + t) =
      (a1 + a2 + 4 * s) + (b1 + b2 + 4 * t) := by ring
  unfold resistivity
  rw [e]
  field_simp
  ring
```

The formula without mixing is proved by the same direct calculation, not by specialising the previous theorem.

```lean
/-- Without spin mixing, the resistivity of a metal with impurities `a` and `b` exceeds the sum
of the separate resistivities by this explicit square over a positive denominator. -/
theorem matthiessen_deviation {a1 a2 b1 b2 : ℝ} (ha1 : 0 < a1) (ha2 : 0 < a2)
    (hb1 : 0 < b1) (hb2 : 0 < b2) :
    resistivity (a1 + b1) (a2 + b2) 0 - (resistivity a1 a2 0 + resistivity b1 b2 0) =
      (a1 * b2 - a2 * b1) ^ 2 / ((a1 + a2) * (b1 + b2) * (a1 + a2 + b1 + b2)) := by
  have hA : a1 + a2 ≠ 0 := by positivity
  have hB : b1 + b2 ≠ 0 := by positivity
  have hAB : a1 + a2 + b1 + b2 ≠ 0 := by positivity
  have e : a1 + b1 + (a2 + b2) = a1 + a2 + b1 + b2 := by ring
  simp only [resistivity, mul_zero, zero_mul, add_zero]
  rw [e]
  field_simp
  ring
```

Finally, the rule holds exactly when the deviation is zero. Its denominator is positive, so the square in the numerator must vanish, which gives $a_1b_2=a_2b_1$.

```lean
/-- Without spin mixing, Matthiessen's rule holds for two impurities exactly when their channel
resistivities are in the same proportion. -/
theorem matthiessen_iff {a1 a2 b1 b2 : ℝ} (ha1 : 0 < a1) (ha2 : 0 < a2)
    (hb1 : 0 < b1) (hb2 : 0 < b2) :
    resistivity (a1 + b1) (a2 + b2) 0 = resistivity a1 a2 0 + resistivity b1 b2 0 ↔
      a1 * b2 = a2 * b1 := by
  have hden : (a1 + a2) * (b1 + b2) * (a1 + a2 + b1 + b2) ≠ 0 := by positivity
  rw [← sub_eq_zero (b := resistivity a1 a2 0 + resistivity b1 b2 0),
    matthiessen_deviation ha1 ha2 hb1 hb2, div_eq_zero_iff, or_iff_left hden,
    pow_eq_zero_iff two_ne_zero, sub_eq_zero]

end

end FertCampbell
```

```lean
#print axioms FertCampbell.resistivity_monotoneOn
#print axioms FertCampbell.resistivity_tendsto
#print axioms FertCampbell.matthiessen_deviation_mixing
#print axioms FertCampbell.matthiessen_iff
```

```
'FertCampbell.resistivity_monotoneOn' depends on axioms: [propext, Classical.choice, Quot.sound]
'FertCampbell.resistivity_tendsto' depends on axioms: [propext, Classical.choice, Quot.sound]
'FertCampbell.matthiessen_deviation_mixing' depends on axioms: [propext, Classical.choice, Quot.sound]
'FertCampbell.matthiessen_iff' depends on axioms: [propext, Classical.choice, Quot.sound]
```
